# Bounding the mixed-estimator bias by the overlap and the residual norm

A projection Monte Carlo run can return a wrong expectation value with a very small error bar. The run projects towards a state $\varphi$, but the average it most easily delivers is taken between $\varphi$ and a trial state $\psi$. For a dipole moment or a density, that mixed average generally differs from the expectation value in $\varphi$, and longer sampling does not remove the difference. The statistical error bar says nothing about its size.

For unit vectors with overlap $c=\langle\psi,\varphi\rangle\neq 0$, a linear operator $A$ and $a=\langle\varphi,A\varphi\rangle$, the difference obeys

$$\left|\frac{\langle\psi,A\varphi\rangle}{c}-a\right|\le \|(A-a)\varphi\|\,\frac{\sqrt{1-|c|^2}}{|c|}.$$

If $A$ is symmetric, the norm on the right is the standard deviation of $A$ in $\varphi$.

## States, operators and the two estimators

```lean
import Mathlib

open scoped InnerProductSpace

namespace MixedEstimatorBias

noncomputable section

variable {𝕜 E : Type*} [RCLike 𝕜] [NormedAddCommGroup E] [InnerProductSpace 𝕜 E]
```

The symbol `𝕜` stands for the scalars, which `RCLike` allows to be the real or the complex numbers. `E` is an inner-product space over them. It may have any dimension and need not be complete. The inner product `inner 𝕜 x y` is $\langle x,y\rangle$, conjugate-linear in the first slot and linear in the second, as in Dirac notation.

```lean
/-- The pure estimator `⟨φ, A φ⟩` of an observable `A` in the state `φ`. -/
def expectation (A : E →ₗ[𝕜] E) (φ : E) : 𝕜 := inner 𝕜 φ (A φ)
```

This is $a=\langle\varphi,A\varphi\rangle$, the pure estimator. The type `E →ₗ[𝕜] E` says that $A$ is a linear map defined on all of `E`. An unbounded operator fits only if `E` is taken to be a domain that the operator maps into itself. The definition does not divide by $\langle\varphi,\varphi\rangle$, so it is the usual expectation value when $\varphi$ is normalised.

```lean
/-- The mixed estimator `⟨ψ, A φ⟩ / ⟨ψ, φ⟩` with trial state `ψ` and projected state `φ`. -/
def mixedEstimator (A : E →ₗ[𝕜] E) (ψ φ : E) : 𝕜 := inner 𝕜 ψ (A φ) / inner 𝕜 ψ φ
```

This is $\langle\psi,A\varphi\rangle/\langle\psi,\varphi\rangle$. Multiplying $\psi$ by any nonzero scalar, real or complex, leaves it unchanged, because the conjugated factor cancels. Lean assigns the value zero to a division by zero, and for that reason the theorems below about this quotient assume or construct a nonzero overlap.

```lean
/-- The residual vector `(A - a) φ`, where `a = ⟨φ, A φ⟩`. -/
def residual (A : E →ₗ[𝕜] E) (φ : E) : E := A φ - expectation A φ • φ
```

The residual is $r=(A-a)\varphi=A\varphi-a\varphi$, where `•` denotes multiplication of a vector by a scalar. It measures how far $\varphi$ is from being an eigenvector of $A$.

## Where the bias comes from

```lean
/-- The residual of a normalised state is orthogonal to that state. -/
theorem residual_orthogonal (A : E →ₗ[𝕜] E) {φ : E} (hφ : ‖φ‖ = 1) :
    inner 𝕜 φ (residual A φ) = 0 := by
  unfold residual expectation
  rw [inner_sub_right, inner_smul_right, inner_self_eq_norm_sq_to_K, hφ]
  simp
```

In a Lean theorem the hypotheses come before the colon and the claim after it. Here `hφ` says $\|\varphi\|=1$, and the claim is $\langle\varphi,r\rangle=0$. By hand,

$$\langle\varphi,r\rangle=\langle\varphi,A\varphi\rangle-a\langle\varphi,\varphi\rangle=a-a=0.$$

The tactic `rw` replaces one side of a known equation by the other. Its list of equations follows this line: split the difference, pull out the scalar, insert the norm.

```lean
/-- The bias of the mixed estimator is the overlap of the trial state with the residual, divided by
the overlap of the two states, which is assumed nonzero. -/
theorem mixed_bias_eq (A : E →ₗ[𝕜] E) {ψ φ : E} (hc : inner 𝕜 ψ φ ≠ 0) :
    mixedEstimator A ψ φ - expectation A φ
      = inner 𝕜 ψ (residual A φ) / inner 𝕜 ψ φ := by
  unfold mixedEstimator residual
  rw [inner_sub_right, inner_smul_right, sub_div, mul_div_cancel_right₀ _ hc]
```

The hypothesis `hc` says that the overlap is nonzero. Linearity in the second slot gives $\langle\psi,r\rangle=\langle\psi,A\varphi\rangle-a\,c$, and division by $c$ yields

$$\frac{\langle\psi,A\varphi\rangle}{c}-a=\frac{\langle\psi,r\rangle}{c}.$$

No normalisation is needed for this identity. The bias is thus the overlap of the trial state with the residual, divided by $c$.

```lean
/-- The part of a unit vector `ψ` orthogonal to a unit vector `φ` has squared norm
`1 - |⟨ψ, φ⟩|²`. -/
theorem norm_sq_orthogonal_part {ψ φ : E} (hψ : ‖ψ‖ = 1) (hφ : ‖φ‖ = 1) :
    ‖ψ - inner 𝕜 φ ψ • φ‖ ^ 2 = 1 - ‖inner 𝕜 ψ φ‖ ^ 2 := by
  have h : inner 𝕜 ψ (inner 𝕜 φ ψ • φ) = ((‖inner 𝕜 ψ φ‖ ^ 2 : ℝ) : 𝕜) := by
    rw [inner_smul_right, ← inner_conj_symm φ ψ, RCLike.conj_mul, RCLike.ofReal_pow]
  have hs : ‖inner 𝕜 φ ψ‖ = ‖inner 𝕜 ψ φ‖ := norm_inner_symm _ _
  rw [norm_sub_sq (𝕜 := 𝕜), h, RCLike.ofReal_re, norm_smul, hψ, hφ, hs]
  ring
```

Write $\psi_\perp=\psi-\langle\varphi,\psi\rangle\varphi$ for the part of $\psi$ orthogonal to $\varphi$. Expanding the square,

$$\|\psi_\perp\|^2=\|\psi\|^2-2\,\mathrm{Re}\big(\langle\varphi,\psi\rangle\langle\psi,\varphi\rangle\big)+|\langle\varphi,\psi\rangle|^2\|\varphi\|^2=1-2|c|^2+|c|^2=1-|c|^2.$$

In the proof, `h` evaluates the cross term as $|c|^2$, and `hs` records that $\langle\varphi,\psi\rangle$ and $\langle\psi,\varphi\rangle$ have the same modulus. The tactic `ring` finishes the algebra.

## The bound

```lean
/-- Mixed-estimator bias bound: for unit vectors with overlap `c ≠ 0`, the mixed and pure
estimators differ by at most `‖(A - a) φ‖ √(1 - |c|²) / |c|`. -/
theorem mixed_bias_le (A : E →ₗ[𝕜] E) {ψ φ : E} (hψ : ‖ψ‖ = 1) (hφ : ‖φ‖ = 1)
    (hc : inner 𝕜 ψ φ ≠ 0) :
    ‖mixedEstimator A ψ φ - expectation A φ‖
      ≤ ‖residual A φ‖ * √(1 - ‖inner 𝕜 ψ φ‖ ^ 2) / ‖inner 𝕜 ψ φ‖ := by
  -- only the part of `ψ` orthogonal to `φ` sees the residual
  have key : inner 𝕜 ψ (residual A φ)
      = inner 𝕜 (ψ - inner 𝕜 φ ψ • φ) (residual A φ) := by
    rw [inner_sub_left, inner_smul_left, residual_orthogonal A hφ, mul_zero, sub_zero]
  have hn : √(1 - ‖inner 𝕜 ψ φ‖ ^ 2) = ‖ψ - inner 𝕜 φ ψ • φ‖ := by
    rw [← norm_sq_orthogonal_part hψ hφ, Real.sqrt_sq (norm_nonneg _)]
  -- Cauchy-Schwarz
  have hb : ‖inner 𝕜 ψ (residual A φ)‖
      ≤ ‖residual A φ‖ * √(1 - ‖inner 𝕜 ψ φ‖ ^ 2) := by
    rw [hn, key, mul_comm]
    exact norm_inner_le_norm _ _
  rw [mixed_bias_eq A hc, norm_div]
  gcongr
```

This is the inequality displayed at the start, for real or complex scalars. The double bars around a scalar denote its modulus. Symmetry of $A$ is not assumed.

The argument has three steps.

1. Since $\psi=\psi_\perp+\langle\varphi,\psi\rangle\varphi$ and $\langle\varphi,r\rangle=0$, we have $\langle\psi,r\rangle=\langle\psi_\perp,r\rangle$. This is `key`.
2. The Cauchy–Schwarz inequality gives $|\langle\psi_\perp,r\rangle|\le\|\psi_\perp\|\,\|r\|=\sqrt{1-|c|^2}\,\|r\|$. This is `hb`, with `hn` supplying the value of $\|\psi_\perp\|$.
3. Dividing by $|c|$ and using the bias identity gives the claim. The tactic `gcongr` carries the inequality through the division.

Applying Cauchy–Schwarz to $\psi$ itself would give only $\|r\|/|c|$, which for $r\neq0$ does not vanish as the trial state approaches $\varphi$.

The theorem concerns exact inner products for two given vectors. In a diffusion or auxiliary-field calculation it therefore describes the bias from the trial state alone, relative to whatever state $\varphi$ the projection represents. Sampling noise, time-step error and any constraint that shifts $\varphi$ away from the true ground state are separate matters.

## The residual as a standard deviation

```lean
/-- For a symmetric observable the squared norm of the residual is the variance
`⟨A²⟩ - ⟨A⟩²` in the normalised state `φ`. -/
theorem residual_norm_sq (A : E →ₗ[𝕜] E) (hA : A.IsSymmetric) {φ : E} (hφ : ‖φ‖ = 1) :
    ((‖residual A φ‖ ^ 2 : ℝ) : 𝕜)
      = expectation (A ∘ₗ A) φ - expectation A φ ^ 2 := by
  have h0 : inner 𝕜 (residual A φ) φ = 0 :=
    inner_eq_zero_symm.mp (residual_orthogonal A hφ)
  -- the expectation value of a symmetric operator is real
  have hr : starRingEnd 𝕜 (expectation A φ) = expectation A φ := by
    unfold expectation
    rw [inner_conj_symm]
    exact hA φ φ
  have h1 : inner 𝕜 (residual A φ) (A φ - expectation A φ • φ)
      = inner 𝕜 (residual A φ) (A φ) := by
    rw [inner_sub_right, inner_smul_right, h0, mul_zero, sub_zero]
  calc ((‖residual A φ‖ ^ 2 : ℝ) : 𝕜)
      = inner 𝕜 (residual A φ) (residual A φ) := by
        rw [inner_self_eq_norm_sq_to_K, RCLike.ofReal_pow]
    _ = inner 𝕜 (residual A φ) (A φ) := h1
    _ = inner 𝕜 (A φ - expectation A φ • φ) (A φ) := rfl
    _ = expectation (A ∘ₗ A) φ - expectation A φ ^ 2 := by
        rw [inner_sub_left, inner_smul_left, hr, hA φ (A φ)]
        simp only [expectation, LinearMap.comp_apply]
        ring
```

The hypothesis `A.IsSymmetric` means $\langle Ax,y\rangle=\langle x,Ay\rangle$ for all $x,y$, and `A ∘ₗ A` is $A^2$. The statement is $\|r\|^2=\langle\varphi,A^2\varphi\rangle-a^2$, the variance of $A$ in $\varphi$. The left side is a real number read as an element of `𝕜`, because the right side is formed there.

By hand, using $\langle r,\varphi\rangle=0$ first and then the reality of $a$,

$$\|r\|^2=\langle r,A\varphi-a\varphi\rangle=\langle r,A\varphi\rangle=\langle A\varphi,A\varphi\rangle-\bar a\,\langle\varphi,A\varphi\rangle=\langle\varphi,A^2\varphi\rangle-a^2.$$

The `calc` block displays this chain. The auxiliary facts are `h0` for the orthogonality, `hr` for $\bar a=a$, and `h1` for the second equality. Symmetry enters twice, in `hr` and in moving one $A$ across the inner product at the end.

```lean
/-- For a real symmetric observable and unit vectors with overlap `c > 0`, the bias is at most the
standard deviation of `A` in `φ` times `√(1 - c²) / c`. -/
theorem real_mixed_bias_le_std {F : Type*} [NormedAddCommGroup F] [InnerProductSpace ℝ F]
    (A : F →ₗ[ℝ] F) (hA : A.IsSymmetric) {ψ φ : F} (hψ : ‖ψ‖ = 1) (hφ : ‖φ‖ = 1)
    (hc : 0 < inner ℝ ψ φ) :
    |mixedEstimator A ψ φ - expectation A φ|
      ≤ √(expectation (A ∘ₗ A) φ - expectation A φ ^ 2)
        * √(1 - inner ℝ ψ φ ^ 2) / inner ℝ ψ φ := by
  have v := residual_norm_sq A hA hφ
  simp only [RCLike.ofReal_real_eq_id, id_eq] at v
  have h := mixed_bias_le A hψ hφ hc.ne'
  rw [← v, Real.sqrt_sq (norm_nonneg _)]
  simpa only [Real.norm_eq_abs, abs_of_pos hc] using h
```

Here the scalars are real and $c>0$. With $\sigma=\sqrt{\langle\varphi,A^2\varphi\rangle-a^2}$, the theorem reads

$$\left|\frac{\langle\psi,A\varphi\rangle}{c}-a\right|\le\sigma\,\frac{\sqrt{1-c^2}}{c}.$$

If $\theta$ is the angle between the two vectors, so that $c=\cos\theta$, the right side is $\sigma\tan\theta$. The proof takes the general bound, replaces $\|r\|$ by $\sigma$ through the variance identity `v`, and removes the modulus around the positive overlap.

To evaluate the right side one needs $\sigma$ in the state $\varphi$, which is itself built from pure expectation values, and the normalised overlap. A simulation that supplies only mixed averages does not directly provide either.

**A case in three dimensions.** Let $e_1,e_2,e_3$ be the standard basis of $\mathbb R^3$, and take

$$A=\begin{pmatrix}1&2&0\\2&0&0\\0&0&0\end{pmatrix},\qquad \varphi=e_1,\qquad \psi=\tfrac13(2,1,2).$$

Then $A\varphi=(1,2,0)$, $a=1$ and $c=2/3$. The residual is $(0,2,0)$, so $\sigma=2$, in agreement with $\langle\varphi,A^2\varphi\rangle-a^2=5-1=4$. The mixed estimator is $(4/3)/(2/3)=2$, which gives a bias of $1$. The bound is $2\cdot(\sqrt5/3)/(2/3)=\sqrt5\approx2.24$. The trial state spends part of its orthogonal component on $e_3$, where the residual vanishes.

**Without symmetry.** On $\mathbb R^2$ let $Ae_1=e_2$ and $Ae_2=0$, with $\varphi=e_1$ and $\psi=(4/5,3/5)$. Then $a=0$ and $A^2=0$, so the variance expression is zero and the second bound would force the bias to vanish. The mixed estimator is $(3/5)/(4/5)=3/4$. The general bound still holds, because $\|r\|=1$ gives exactly $3/4$ on its right side.

## Trial states that reach the bound

```lean
/-- The bound is sharp: if the residual of a unit vector `φ` is nonzero, then for every overlap `0 <
c ≤ 1` some normalised trial state attains equality. -/
theorem mixed_bias_sharp (A : E →ₗ[𝕜] E) {φ : E} (hφ : ‖φ‖ = 1) (hr : residual A φ ≠ 0)
    {c : ℝ} (hc : 0 < c) (hc1 : c ≤ 1) :
    ∃ ψ : E, ‖ψ‖ = 1 ∧ inner 𝕜 ψ φ = (c : 𝕜) ∧
      ‖mixedEstimator A ψ φ - expectation A φ‖ = ‖residual A φ‖ * √(1 - c ^ 2) / c := by
  have h0 := residual_orthogonal A hφ
  have hn : ‖residual A φ‖ ≠ 0 := norm_ne_zero_iff.mpr hr
  -- the normalised residual
  obtain ⟨u, hu, hφu, hur⟩ : ∃ u : E, ‖u‖ = 1 ∧ inner 𝕜 φ u = 0 ∧
      inner 𝕜 u (residual A φ) = ((‖residual A φ‖ : ℝ) : 𝕜) := by
    refine ⟨((‖residual A φ‖⁻¹ : ℝ) : 𝕜) • residual A φ, ?_, ?_, ?_⟩
    · rw [norm_smul, RCLike.norm_ofReal, abs_of_nonneg (by positivity)]
      exact inv_mul_cancel₀ hn
    · rw [inner_smul_right, h0, mul_zero]
    · rw [inner_smul_left, RCLike.conj_ofReal, inner_self_eq_norm_sq_to_K,
        ← RCLike.ofReal_pow, ← RCLike.ofReal_mul]
      congr 1
      field_simp
  have huφ : inner 𝕜 u φ = 0 := inner_eq_zero_symm.mp hφu
  obtain ⟨s, hs⟩ : ∃ s : ℝ, s = √(1 - c ^ 2) := ⟨_, rfl⟩
  have hs0 : 0 ≤ s := hs ▸ Real.sqrt_nonneg _
  have hs2 : s ^ 2 = 1 - c ^ 2 := by
    rw [hs]
    exact Real.sq_sqrt (by nlinarith)
  have hψφ : inner 𝕜 ((c : 𝕜) • φ + (s : 𝕜) • u) φ = (c : 𝕜) := by
    rw [inner_add_left, inner_smul_left, inner_smul_left, huφ,
      inner_self_eq_norm_sq_to_K, hφ]
    simp
  have hψr : inner 𝕜 ((c : 𝕜) • φ + (s : 𝕜) • u) (residual A φ)
      = (s : 𝕜) * ((‖residual A φ‖ : ℝ) : 𝕜) := by
    rw [inner_add_left, inner_smul_left, inner_smul_left, h0, hur, mul_zero, zero_add,
      RCLike.conj_ofReal]
  have hsq : ‖(c : 𝕜) • φ + (s : 𝕜) • u‖ ^ 2 = 1 := by
    rw [norm_add_sq (𝕜 := 𝕜), inner_smul_left, inner_smul_right, hφu, norm_smul, norm_smul,
      RCLike.norm_ofReal, RCLike.norm_ofReal, hφ, hu]
    simp only [mul_zero, map_zero, mul_one, sq_abs, add_zero]
    linarith
  refine ⟨(c : 𝕜) • φ + (s : 𝕜) • u,
    (pow_eq_one_iff_of_nonneg (norm_nonneg _) two_ne_zero).mp hsq, hψφ, ?_⟩
  have hne : inner 𝕜 ((c : 𝕜) • φ + (s : 𝕜) • u) φ ≠ 0 := by
    rw [hψφ]
    exact RCLike.ofReal_ne_zero.mpr hc.ne'
  rw [mixed_bias_eq A hne, hψφ, hψr, ← hs]
  simp only [norm_div, norm_mul, RCLike.norm_ofReal, abs_of_pos hc, abs_of_nonneg hs0, abs_norm]
  ring
```

The symbol `∃` reads "there exists". Given a unit vector $\varphi$ with $r\ne0$ and any real $c$ with $0<c\le1$, there is a unit vector $\psi$ with $\langle\psi,\varphi\rangle=c$ whose bias equals the bound in modulus. Knowing only $\|r\|$ and the overlap, one therefore cannot improve the estimate.

The construction puts the whole orthogonal part of $\psi$ along the residual. Let $u=r/\|r\|$ and $s=\sqrt{1-c^2}$, and set

$$\psi=c\,\varphi+s\,u.$$

Since $\langle\varphi,u\rangle=0$, we get $\|\psi\|^2=c^2+s^2=1$ and $\langle\psi,\varphi\rangle=c$. Also $\langle u,r\rangle=\|r\|$, so $\langle\psi,r\rangle=s\|r\|$. The bias identity then gives

$$\frac{\langle\psi,A\varphi\rangle}{c}-a=\frac{s\,\|r\|}{c}.$$

The first `obtain` produces $u$ with its three properties. The facts `hsq`, `hψφ` and `hψr` are the norm, the overlap with $\varphi$ and the overlap with $r$. In the three-dimensional case above, the choice $\psi=\tfrac13(2,\sqrt5,0)$ keeps $c=2/3$ and has bias $\sqrt5$.

The condition $r\neq0$ guarantees a direction orthogonal to $\varphi$. In a one-dimensional space the residual is always zero, and no unit vector has an overlap strictly between $0$ and $1$ with $\varphi$.

## When every trial state gives the right answer

```lean
/-- For a unit vector `φ`, the mixed estimator equals the pure one for every trial state not
orthogonal to `φ` exactly when `A φ = ⟨φ, A φ⟩ φ`. -/
theorem unbiased_iff_eigenvector (A : E →ₗ[𝕜] E) {φ : E} (hφ : ‖φ‖ = 1) :
    (∀ ψ : E, inner 𝕜 ψ φ ≠ 0 → mixedEstimator A ψ φ = expectation A φ)
      ↔ A φ = expectation A φ • φ := by
  constructor
  · intro h
    -- test with the trial state `φ + (A - a) φ`
    have h1 : inner 𝕜 (φ + residual A φ) φ = 1 := by
      rw [inner_add_left, inner_eq_zero_symm.mp (residual_orthogonal A hφ),
        inner_self_eq_norm_sq_to_K, hφ]
      simp
    have hne : inner 𝕜 (φ + residual A φ) φ ≠ 0 := by
      rw [h1]
      exact one_ne_zero
    have h2 := mixed_bias_eq A hne
    rw [h _ hne, sub_self, h1, div_one, inner_add_left, residual_orthogonal A hφ,
      zero_add] at h2
    exact sub_eq_zero.mp ((inner_self_eq_zero (𝕜 := 𝕜)).mp h2.symm)
  · intro h ψ hc
    have h0 : residual A φ = 0 := sub_eq_zero.mpr h
    apply sub_eq_zero.mp
    rw [mixed_bias_eq A hc, h0, inner_zero_right, zero_div]

end

end MixedEstimatorBias
```

The symbol `↔` means "if and only if". For normalised $\varphi$, the mixed estimator equals $a$ for every $\psi$ with nonzero overlap exactly when $A\varphi=a\varphi$, that is, when $\varphi$ is an eigenvector of $A$. The trial states need not be normalised here.

If $A\varphi=a\varphi$, then $r=0$ and the bias identity gives zero. For the other direction, test with $\chi=\varphi+r$. Orthogonality gives $\langle\chi,\varphi\rangle=1$, so the assumption applies to $\chi$, and

$$0=\frac{\langle\chi,r\rangle}{\langle\chi,\varphi\rangle}=\langle\varphi,r\rangle+\langle r,r\rangle=\|r\|^2.$$

Hence $r=0$. The normalised version of this test state is $\chi/\sqrt{1+\|r\|^2}$; its overlap with $\varphi$ is $1/\sqrt{1+\|r\|^2}$, and its mixed estimator is the same. In the Lean proof, `h1` computes the overlap and `h2` becomes the displayed equation.

For electronic structure, take $A$ to be the Hamiltonian and $\varphi$ one of its exact eigenstates: within this model of exact inner products, the mixed energy is then correct for every non-orthogonal trial state. An observable of which $\varphi$ is not an eigenstate has a nonzero bias for at least one such trial state.

```lean
#print axioms MixedEstimatorBias.mixed_bias_le
#print axioms MixedEstimatorBias.real_mixed_bias_le_std
#print axioms MixedEstimatorBias.mixed_bias_sharp
#print axioms MixedEstimatorBias.unbiased_iff_eigenvector
```

```
'MixedEstimatorBias.mixed_bias_le' depends on axioms: [propext, Classical.choice, Quot.sound]
'MixedEstimatorBias.real_mixed_bias_le_std' depends on axioms: [propext, Classical.choice, Quot.sound]
'MixedEstimatorBias.mixed_bias_sharp' depends on axioms: [propext, Classical.choice, Quot.sound]
'MixedEstimatorBias.unbiased_iff_eigenvector' depends on axioms: [propext, Classical.choice, Quot.sound]
```
